# Total momentum in a finite harmonic lattice is conserved when the force-constant columns sum to zero

Q: Before I believe any theorem about a lattice, I want to know what the atoms, displacements and force constants are in it.

A: The atoms are labelled by a finite type `ι`. The displacement of atom $i$ from its equilibrium position at time $t$ is $u_i(t)$, a vector in a real normed space $E$. For a three-dimensional crystal, take $E$ to be ordinary three-dimensional space. Time runs over all real numbers.

```lean
import Mathlib

open Finset

namespace AcousticSumRule

noncomputable section

variable {ι E : Type*} [Fintype ι] [NormedAddCommGroup E] [NormedSpace ℝ E]
```

A: Each force constant $\Phi_{ij}$ is a continuous linear map from $E$ to $E$, which in three dimensions is a $3\times 3$ block. The first index is the atom that feels the force, the second is the atom that is displaced. The sign is the usual one:
$$F_i(x) = -\sum_j \Phi_{ij}\,x_j .$$

```lean
/-- The harmonic force on atom `i` when the atoms are displaced by `x`. -/
def force (Φ : ι → ι → E →L[ℝ] E) (x : ι → E) (i : ι) : E :=
  -∑ j, Φ i j (x j)
```

Q: And the sum rule? I know it as $\sum_j \Phi_{ij} = 0$, a statement about rows.

A: Here it is the column version, $\sum_i \Phi_{ij} = 0$ for every $j$.

```lean
/-- The acoustic sum rule: every column of the force-constant matrix sums to zero. -/
def SumRule (Φ : ι → ι → E →L[ℝ] E) : Prop :=
  ∀ j, ∑ i, Φ i j = 0
```

A: The two versions say different things. Vanishing row sums mean that a rigid shift of all atoms produces no force. Vanishing column sums mean that displacing any one atom produces forces that add up to zero, as happens when the atoms push only on each other and not on a substrate or a wall. For force constants derived from an energy, $\Phi_{ji}$ is the transpose of $\Phi_{ij}$, and each version implies the other. The file assumes no such symmetry, so it has to pick the version that governs momentum. The force constants
$$\begin{pmatrix} 1 & -1\\ 0 & 0\end{pmatrix}$$
show the difference: the rows sum to zero, yet stretching the pair pulls on the first atom only, and the total force is not zero.

Q: How is "obeys Newton's equation" expressed? I would worry about a derivative that is only formally there.

A: A trajectory is a pair of families, $u$ and $v$. The field `velocity` says that $u_i$ is differentiable at every time with derivative $v_i(t)$. The field `newton` says that $v_i$ is differentiable at every time and that its derivative $a$ satisfies $m_i a = F_i(u(t))$. Together they say that $u$ is twice differentiable and that $m_i u_i'' = -\sum_j\Phi_{ij}u_j$.

```lean
/-- Displacements `u` with velocities `v` obey Newton's equation with harmonic forces
at all times. -/
structure IsTrajectory (m : ι → ℝ) (Φ : ι → ι → E →L[ℝ] E) (u v : ι → ℝ → E) : Prop where
  velocity : ∀ i t, HasDerivAt (u i) (v i t) t
  newton : ∀ i t, ∃ a, HasDerivAt (v i) a t ∧ m i • a = force Φ (fun j => u j t) i
```

A: Two sums over atoms remain to be named: the total momentum $P(t)=\sum_i m_i v_i(t)$ and the mass-weighted displacement $S(t)=\sum_i m_i u_i(t)$.

```lean
/-- The total momentum at time `t`. -/
def momentum (m : ι → ℝ) (v : ι → ℝ → E) (t : ℝ) : E := ∑ i, m i • v i t

/-- The mass-weighted sum of the displacements at time `t`. -/
def massMoment (m : ι → ℝ) (u : ι → ℝ → E) (t : ℝ) : E := ∑ i, m i • u i t
```

Q: Why not use the centre of mass?

A: Because $S$ needs no division. When the total mass $M=\sum_i m_i$ is nonzero, $S/M$ is the displacement of the centre of mass, and it moves with velocity $P/M$. The conservation theorem puts no condition on the masses at all; positive ones are the physical case.

Q: Then show me the derivation, starting with the force.

A: Add up the forces and exchange the two finite sums:
$$\sum_i F_i(x) = -\sum_i\sum_j \Phi_{ij}x_j = -\sum_j\sum_i \Phi_{ij}x_j = -\sum_j\Big(\sum_i\Phi_{ij}\Big)x_j .$$
This holds for any force constants. In `total_force`, the `simp only` step unfolds the force and pulls out the minus sign, and `Finset.sum_comm` makes the exchange.

```lean
/-- The total force is minus the column sums of the force constants applied to the
displacements. -/
theorem total_force (Φ : ι → ι → E →L[ℝ] E) (x : ι → E) :
    ∑ i, force Φ x i = -∑ j, (∑ i, Φ i j) (x j) := by
  simp only [force, Finset.sum_neg_distrib, _root_.sum_apply]
  rw [Finset.sum_comm]
```

A: Next, differentiate the momentum term by term and insert Newton's equation:
$$P'(t)=\sum_i m_i v_i'(t)=\sum_i F_i(u(t)).$$
The proof of `momentum_balance` does this for one atom first. It takes the acceleration $a$ from the trajectory, replaces the force by $m_i a$, and uses that a constant multiple of a differentiable function has the expected derivative. Then it sums over atoms.

```lean
/-- The rate of change of the total momentum is the total force. -/
theorem momentum_balance {m : ι → ℝ} {Φ : ι → ι → E →L[ℝ] E} {u v : ι → ℝ → E}
    (h : IsTrajectory m Φ u v) (t : ℝ) :
    HasDerivAt (momentum m v) (∑ i, force Φ (fun j => u j t) i) t := by
  have h1 : ∀ i, HasDerivAt (fun s => m i • v i s) (force Φ (fun j => u j t) i) t := by
    intro i
    obtain ⟨a, ha, hma⟩ := h.newton i t
    rw [← hma]
    exact ha.const_smul (m i)
  change HasDerivAt (fun s => ∑ i, m i • v i s) _ t
  exact HasDerivAt.fun_sum (fun i _ => h1 i)
```

A: Under the sum rule every bracket in the total force is zero, so $P'(t)=0$ at all times. A function on the real line whose derivative vanishes everywhere is constant, hence $P(s)=P(t)$ for any two times. The Lean proof has the same two stages: `h0` is the vanishing derivative, and `is_const_of_deriv_eq_zero` turns it into constancy.

```lean
/-- Under the acoustic sum rule the total momentum is the same at all times. -/
theorem momentum_conserved {m : ι → ℝ} {Φ : ι → ι → E →L[ℝ] E} {u v : ι → ℝ → E}
    (h : IsTrajectory m Φ u v) (hΦ : SumRule Φ) (s t : ℝ) :
    momentum m v s = momentum m v t := by
  have h0 : ∀ r, HasDerivAt (momentum m v) 0 r := by
    intro r
    refine (momentum_balance h r).congr_deriv ?_
    rw [total_force]
    simp [hΦ _]
  exact is_const_of_deriv_eq_zero (fun r => (h0 r).differentiableAt) (fun r => (h0 r).deriv) s t
```

Q: That gives the momentum. What follows for the mass-weighted displacement $S$?

A: Differentiating $S$ gives $S'(t)=\sum_i m_i v_i(t)=P(t)$, which is now known to equal $P(0)$. Define $D(t)=S(t)-t\,P(0)$. Then
$$D'(t)=P(t)-P(0)=0,$$
so $D(t)=D(0)=S(0)$, which rearranges to
$$S(t)=S(0)+t\,P(0).$$
In the proof, `h1` is the derivative of $S$, `h2` is the derivative of the drift $t\,P(0)$, and `h0` combines them. The last lines compare $D$ at time $t$ with $D$ at time $0$.

```lean
/-- Under the acoustic sum rule the total momentum is constant, and the mass-weighted sum
of the displacements is an affine function of time whose slope is the total momentum. -/
theorem momentum_constant_and_massMoment_affine {m : ι → ℝ} {Φ : ι → ι → E →L[ℝ] E}
    {u v : ι → ℝ → E} (h : IsTrajectory m Φ u v) (hΦ : SumRule Φ) :
    (∀ s t, momentum m v s = momentum m v t) ∧
      ∀ t, massMoment m u t = massMoment m u 0 + t • momentum m v 0 := by
  refine ⟨momentum_conserved h hΦ, fun t => ?_⟩
  -- subtract the uniform drift; what remains has zero derivative
  have h0 : ∀ r, HasDerivAt (fun s => massMoment m u s - s • momentum m v 0) 0 r := by
    intro r
    have h1 : HasDerivAt (fun s => massMoment m u s) (momentum m v r) r := by
      change HasDerivAt (fun s => ∑ i, m i • u i s) (∑ i, m i • v i r) r
      exact HasDerivAt.fun_sum (fun i _ => (h.velocity i r).const_smul (m i))
    have h2 : HasDerivAt (fun s : ℝ => s • momentum m v 0) ((1 : ℝ) • momentum m v 0) r :=
      (hasDerivAt_id' r).smul_const _
    refine (h1.fun_sub h2).congr_deriv ?_
    rw [one_smul, momentum_conserved h hΦ r 0, sub_self]
  have hc := is_const_of_deriv_eq_zero (fun r => (h0 r).differentiableAt)
    (fun r => (h0 r).deriv) t 0
  simp only [zero_smul, sub_zero] at hc
  exact sub_eq_iff_eq_add.mp hc
```

Q: Read the conclusion back to me without symbols.

A: For every trajectory of a harmonic system whose force-constant columns sum to zero, the total momentum is the same at any two times, and the mass-weighted displacement at any time is its value at time zero plus the elapsed time multiplied by the initial total momentum.

Q: A sceptic could say that the hypothesis is stronger than needed. Perhaps momentum is conserved for other force constants too.

A: Not along all trajectories, if the masses are nonzero. To see it, we need enough trajectories, so the file first constructs them. Write the equations of motion as a first-order system on phase space:
$$\frac{d}{dt}(x,v)=A(x,v),\qquad A(x,v)=\big(v,\;(m_i^{-1}F_i(x))_i\big).$$
The map $A$ is linear and continuous, and it is called `generator`.

```lean
/-- The linear generator of the motion on phase space, acting on pairs of displacements
and velocities. -/
def generator (m : ι → ℝ) (Φ : ι → ι → E →L[ℝ] E) :
    ((ι → E) × (ι → E)) →L[ℝ] ((ι → E) × (ι → E)) :=
  (ContinuousLinearMap.snd ℝ (ι → E) (ι → E)).prod
    (ContinuousLinearMap.pi fun i => -((m i)⁻¹ • ∑ j, (Φ i j).comp
      ((ContinuousLinearMap.proj (R := ℝ) (φ := fun _ : ι => E) j).comp
        (ContinuousLinearMap.fst ℝ (ι → E) (ι → E)))))
```

A: The solution with initial data $(x_0,v_0)$ is $z(t)=e^{tA}(x_0,v_0)$, because $\frac{d}{dt}e^{tA}=A\,e^{tA}$ and $e^{0}$ is the identity. Reading off the first component of $z$ gives $u$, and the second gives $v$. Multiplying the acceleration $m_i^{-1}F_i$ by $m_i$ recovers Newton's equation, and this is where nonzero masses are used. The space $E$ is also assumed complete, which makes the exponential series converge; any finite-dimensional $E$ is complete.

In the proof, `hz` is the differential equation for $z$, and `hA` identifies the velocity part of the generator with force divided by mass. The remaining steps project onto single atoms and check the initial values.

```lean
/-- For nonzero masses, any initial displacements and velocities start a trajectory
defined for all times. -/
theorem exists_trajectory [CompleteSpace E] {m : ι → ℝ} (hm : ∀ i, m i ≠ 0)
    (Φ : ι → ι → E →L[ℝ] E) (x₀ v₀ : ι → E) :
    ∃ u v, IsTrajectory m Φ u v ∧ (∀ i, u i 0 = x₀ i) ∧ ∀ i, v i 0 = v₀ i := by
  let : NormedAlgebra ℚ (((ι → E) × (ι → E)) →L[ℝ] ((ι → E) × (ι → E))) :=
    NormedAlgebra.restrictScalars ℚ ℝ _
  -- the phase-space flow is the exponential of the generator
  let z : ℝ → (ι → E) × (ι → E) := fun s => NormedSpace.exp (s • generator m Φ) (x₀, v₀)
  have hz : ∀ t, HasDerivAt z (generator m Φ (z t)) t := by
    intro t
    have h := (hasDerivAt_exp_smul_const' (generator m Φ) t).clm_apply
      (hasDerivAt_const t (x₀, v₀))
    exact h.congr_deriv (by simp [z])
  have hA : ∀ w i, (generator m Φ w).2 i = (m i)⁻¹ • force Φ w.1 i := by
    intro w i
    simp [generator, force, _root_.sum_apply]
  refine ⟨fun i s => (z s).1 i, fun i s => (z s).2 i, ⟨fun i t => ?_, fun i t => ?_⟩, ?_, ?_⟩
  · exact ((ContinuousLinearMap.proj (R := ℝ) (φ := fun _ : ι => E) i).comp
      (ContinuousLinearMap.fst ℝ (ι → E) (ι → E))).hasFDerivAt.comp_hasDerivAt t (hz t)
  · refine ⟨(generator m Φ (z t)).2 i, ?_, ?_⟩
    · exact ((ContinuousLinearMap.proj (R := ℝ) (φ := fun _ : ι => E) i).comp
        (ContinuousLinearMap.snd ℝ (ι → E) (ι → E))).hasFDerivAt.comp_hasDerivAt t (hz t)
    · rw [hA, smul_inv_smul₀ (hm i)]
  · intro i
    simp [z]
  · intro i
    simp [z]
```

A: Now suppose that every trajectory conserves momentum. Pick an atom $j$ and a vector $x$, and release the system from rest with $u_j(0)=x$ and all other displacements zero. At time zero, the total force is
$$-\Big(\sum_i\Phi_{ij}\Big)x .$$
It equals $P'(0)$, which is zero because $P$ is constant. Since $x$ was arbitrary, the column sum for $j$ is the zero map, and since $j$ was arbitrary, the sum rule holds.

In Lean the initial displacement is `Pi.single j x`. The step `hd.unique` compares the two expressions for the derivative of the momentum, and `Finset.sum_eq_single` keeps only the column of the displaced atom.

```lean
/-- For nonzero masses, the acoustic sum rule holds exactly when every trajectory conserves
the total momentum. -/
theorem sumRule_iff_momentum_conserved [CompleteSpace E] {m : ι → ℝ} (hm : ∀ i, m i ≠ 0)
    (Φ : ι → ι → E →L[ℝ] E) :
    SumRule Φ ↔ ∀ u v, IsTrajectory m Φ u v → ∀ s t, momentum m v s = momentum m v t := by
  classical
  refine ⟨fun hΦ u v h => momentum_conserved h hΦ, fun H j => ?_⟩
  ext x
  -- release the lattice from rest with only atom `j` displaced
  obtain ⟨u, v, h, hu, -⟩ := exists_trajectory hm Φ (Pi.single j x) 0
  have hd := momentum_balance h 0
  have hc : momentum m v = fun _ => momentum m v 0 := funext fun s => H u v h s 0
  have hx : (fun k => u k 0) = Pi.single j x := funext hu
  rw [hc] at hd
  have hF := hd.unique (hasDerivAt_const (0 : ℝ) (momentum m v 0))
  rw [hx, total_force, neg_eq_zero, Finset.sum_eq_single j
    (fun k _ hk => by rw [Pi.single_eq_of_ne hk, map_zero]) (by simp),
    Pi.single_eq_same] at hF
  simpa using hF
```

Q: So, for nonzero masses, the sum rule is the same condition as momentum conservation along every trajectory. Can I see numbers?

A: Take two atoms on a line, labelled $0$ and $1$ as in Lean, joined by a spring of stiffness $1$, each with mass $2$.

```lean
/-- The force constants of two atoms on a line joined by a spring of unit stiffness. -/
def dimer (i j : Fin 2) : ℝ →L[ℝ] ℝ :=
  (!![1, -1; -1, 1] i j : ℝ) • ContinuousLinearMap.id ℝ ℝ
```

A: Each column contains $1$ and $-1$, so the sum rule holds. Consider
$$u_0=t+\cos t,\qquad u_1=t-\cos t,$$
with velocities $v_0=1-\sin t$ and $v_1=1+\sin t$. The force on atom $0$ is $-(u_0-u_1)=-2\cos t$, and its mass times acceleration is $2\cdot(-\cos t)$, which agrees. Atom $1$ has the opposite sign on both sides.

At $t=0$ the displacements are $1$ and $-1$, the velocities are both $1$, and so $P=2+2=4$ and $S=0$. At $t=\pi/2$ both displacements are $\pi/2$, the velocities are $0$ and $2$, and so $P=0+4=4$ and $S=2\pi$. The affine law predicts $0+\frac{\pi}{2}\cdot 4=2\pi$. Each atom's momentum oscillates while the total stays at $4$.

The theorem `dimer_witness` confirms that this pair satisfies both the sum rule and the trajectory conditions. Its proof checks the two columns, then the two velocities, then Newton's equation for each atom with the accelerations $-\cos t$ and $\cos t$.

```lean
/-- The dimer with both masses equal to two obeys the acoustic sum rule, and a uniform drift
combined with a stretching vibration is one of its trajectories. -/
theorem dimer_witness :
    SumRule dimer ∧ IsTrajectory (fun _ => 2) dimer
      ![fun t => t + Real.cos t, fun t => t - Real.cos t]
      ![fun t => 1 - Real.sin t, fun t => 1 + Real.sin t] := by
  refine ⟨fun j => ?_, ⟨fun i t => ?_, fun i t => ?_⟩⟩
  · fin_cases j <;> ext <;> simp [dimer, Fin.sum_univ_two]
  · have h1 : HasDerivAt (fun s : ℝ => s + Real.cos s) (1 - Real.sin t) t :=
      ((hasDerivAt_id' t).fun_add (Real.hasDerivAt_cos t)).congr_deriv (by ring)
    have h2 : HasDerivAt (fun s : ℝ => s - Real.cos s) (1 + Real.sin t) t :=
      ((hasDerivAt_id' t).fun_sub (Real.hasDerivAt_cos t)).congr_deriv (by ring)
    fin_cases i
    · exact h1
    · exact h2
  · fin_cases i
    · refine ⟨-Real.cos t, (Real.hasDerivAt_sin t).const_sub 1, ?_⟩
      simp [force, dimer, Fin.sum_univ_two]
      ring
    · refine ⟨Real.cos t, (Real.hasDerivAt_sin t).const_add 1, ?_⟩
      simp [force, dimer, Fin.sum_univ_two]
      ring

end

end AcousticSumRule
```

```lean
#print axioms AcousticSumRule.momentum_constant_and_massMoment_affine
#print axioms AcousticSumRule.sumRule_iff_momentum_conserved
```

```
'AcousticSumRule.momentum_constant_and_massMoment_affine' depends on axioms: [propext, Classical.choice, Quot.sound]
'AcousticSumRule.sumRule_iff_momentum_conserved' depends on axioms: [propext, Classical.choice, Quot.sound]
```

Q: What happens to the dimer if the force constants carry a small error?

A: Change $\Phi_{00}$ from $1$ to $1.1$. The column of atom $0$ now sums to $0.1$, and with displacements $1$ and $-1$ the total force is $-0.1$ instead of zero. This is the bearing on simulation practice: in a finite, purely harmonic model, computed force constants whose columns fail to sum to zero let the total momentum change along some trajectories, as if an external force acted on the atoms.

Q: I would have started from a potential energy. Would that be better physics?

A: It would be a different theorem. Suppose $E$ has an inner product and the energy is
$$V(x)=\tfrac12\sum_{i,j}\langle x_i,\Phi_{ij}x_j\rangle$$
with symmetric force constants. If $V$ is unchanged when every atom is shifted by the same vector $c$, then setting $x=0$ shows that the term quadratic in $c$ vanishes. What is left is
$$\sum_{i,j}\langle c,\Phi_{ij}x_j\rangle=0$$
for all $c$ and $x$, which is the column sum rule. The rule would then be derived from translation invariance and not assumed. In exchange, force constants for which $\Phi_{ji}$ is not the transpose of $\Phi_{ij}$, as can happen with raw numerical ones, would be excluded, whereas the present version admits them.

Q: And which parts of lattice dynamics should I not read into it?

A: Anharmonic forces, thermostats and time-dependent external fields are absent. The number of atoms is finite, so a crystal enters as a cluster or as a periodic supercell in which $\Phi_{ij}$ includes the periodic images of atom $j$. The sum rule is best known for the acoustic phonon branches, whose frequencies go to zero at long wavelength; the theorems here concern momentum and the drift of the centre of mass, and say nothing about frequencies or dispersion.
